# Near-range retardation in the Casimir–Polder formula: a correction \(W_4/(c^2R^4)\) to the London energy

Before the London energy \(-C_6/R^6\) is used for two ground-state atoms with isotropic polarizabilities at separation \(R\), the neglect of retardation can be checked with one more frequency integral over the same polarizability data. Take units with \(\hbar=4\pi\varepsilon_0=1\). If the product of the two polarizabilities at imaginary frequency \(u\) is nonnegative, and both it and its product with \(u^2\) are integrable, the Casimir–Polder dipole formula lies above the London energy by at most \(W_4/(c^2R^4)\), where \(c\) is the speed of light and \(W_4\) is the integral of \(u^2\) times that product over \(u>0\), divided by \(\pi\).

```lean
import Mathlib

open MeasureTheory Set Filter Topology

namespace RetardationCorrection

noncomputable section

/-- The retardation factor `F(x)` of the Casimir-Polder interaction, with `x = u R / c`. -/
def retardationFactor (x : ℝ) : ℝ :=
  Real.exp (-2 * x) * (3 + 6 * x + 5 * x ^ 2 + 2 * x ^ 3 + x ^ 4)

/-- The Casimir-Polder energy at separation `R`, where `g u` is the product of the two
polarizabilities at imaginary frequency `u` and `c` is the speed of light (units with `ħ = 4πε₀ =
1`). -/
def energy (g : ℝ → ℝ) (c R : ℝ) : ℝ :=
  -(∫ u in Ioi (0 : ℝ), g u * retardationFactor (u * R / c)) / (Real.pi * R ^ 6)

/-- The London dispersion coefficient `C6`. -/
def londonC6 (g : ℝ → ℝ) : ℝ := 3 / Real.pi * ∫ u in Ioi (0 : ℝ), g u

/-- The coefficient `W4`, the second frequency moment of `g` divided by `π`. -/
def momentW4 (g : ℝ → ℝ) : ℝ := (∫ u in Ioi (0 : ℝ), u ^ 2 * g u) / Real.pi

/-- The derivative of the retardation factor is `-2x exp(-2x) (1 + 2x + x³)`. -/
theorem hasDerivAt_retardationFactor (x : ℝ) :
    HasDerivAt retardationFactor
      (-(2 * x * (Real.exp (-2 * x) * (1 + 2 * x + x ^ 3)))) x := by
  have he := ((hasDerivAt_id' x).const_mul (-2 : ℝ)).exp
  have hp : HasDerivAt (fun y : ℝ => 3 + 6 * y + 5 * y ^ 2 + 2 * y ^ 3 + y ^ 4)
      (6 + 10 * x + 6 * x ^ 2 + 4 * x ^ 3) x :=
    (((((hasDerivAt_id' x).const_mul (6 : ℝ)).const_add (3 : ℝ)).fun_add
      ((hasDerivAt_pow 2 x).const_mul (5 : ℝ))).fun_add
      ((hasDerivAt_pow 3 x).const_mul (2 : ℝ))).fun_add (hasDerivAt_pow 4 x)
      |>.congr_deriv (by norm_num; ring)
  exact (he.fun_mul hp).congr_deriv (by ring)

/-- A differentiable function that vanishes at the origin and has nonnegative slope for positive
argument is nonnegative for nonnegative argument. -/
theorem nonneg_of_slope {f f' : ℝ → ℝ} (h0 : f 0 = 0) (hd : ∀ x, HasDerivAt f (f' x) x)
    (hn : ∀ x, 0 < x → 0 ≤ f' x) {x : ℝ} (hx : 0 ≤ x) : 0 ≤ f x := by
  have hm : MonotoneOn f (Ici 0) := monotoneOn_of_deriv_nonneg (convex_Ici 0)
    (fun y _ => (hd y).continuousAt.continuousWithinAt)
    (fun y _ => (hd y).differentiableAt.differentiableWithinAt)
    (fun y hy => by
      rw [interior_Ici] at hy
      rw [(hd y).deriv]
      exact hn y hy)
  have h := hm (mem_Ici.2 le_rfl) (mem_Ici.2 hx) hx
  rwa [h0] at h

/-- For `x ≥ 0`, retardation lowers the factor from its static value 3 by at least 0 and at most
`x²`. -/
theorem retardation_loss_bounds {x : ℝ} (hx : 0 ≤ x) :
    0 ≤ 3 - retardationFactor x ∧ 3 - retardationFactor x ≤ x ^ 2 := by
  constructor
  · refine nonneg_of_slope (f := fun y => 3 - retardationFactor y)
      (f' := fun y => 2 * y * (Real.exp (-2 * y) * (1 + 2 * y + y ^ 3)))
      (by norm_num [retardationFactor])
      (fun y => ((hasDerivAt_retardationFactor y).const_sub 3).congr_deriv (by ring))
      (fun y hy => by positivity) hx
  · have h := nonneg_of_slope (f := fun y => y ^ 2 - (3 - retardationFactor y))
      (f' := fun y => 2 * y * (1 - Real.exp (-2 * y) * (1 + 2 * y + y ^ 3)))
      (by norm_num [retardationFactor])
      (fun y => ((hasDerivAt_pow 2 y).fun_sub
        ((hasDerivAt_retardationFactor y).const_sub 3)).congr_deriv (by norm_num; ring))
      (fun y hy => by
        -- exp(2y) is at least (1 + y + y²/2)², which exceeds 1 + 2y + y³
        have hq := Real.quadratic_le_exp_of_nonneg hy.le
        have hs := mul_self_le_mul_self (by positivity : 0 ≤ 1 + y + y ^ 2 / 2) hq
        have hp : 1 + 2 * y + y ^ 3 ≤ Real.exp y * Real.exp y := by
          nlinarith [sq_nonneg y, sq_nonneg (y ^ 2)]
        have h1 : Real.exp (-2 * y) * (Real.exp y * Real.exp y) = 1 := by
          rw [← Real.exp_add, ← Real.exp_add, show -2 * y + (y + y) = 0 by ring, Real.exp_zero]
        have h2 := mul_le_mul_of_nonneg_left hp (Real.exp_pos (-2 * y)).le
        exact mul_nonneg (by positivity) (by linarith)) hx
    linarith

/-- For `x ≥ 0`, the loss `3 - F(x)` is at least `x² - 2x⁴`. -/
theorem retardation_loss_lower {x : ℝ} (hx : 0 ≤ x) :
    x ^ 2 - 2 * x ^ 4 ≤ 3 - retardationFactor x := by
  have h := nonneg_of_slope
    (f := fun y => (3 - retardationFactor y) - (y ^ 2 - 2 * y ^ 4))
    (f' := fun y => 2 * y * (Real.exp (-2 * y) * (1 + 2 * y + y ^ 3) - (1 - 4 * y ^ 2)))
    (by norm_num [retardationFactor])
    (fun y => (((hasDerivAt_retardationFactor y).const_sub 3).fun_sub
      ((hasDerivAt_pow 2 y).fun_sub ((hasDerivAt_pow 4 y).const_mul 2))).congr_deriv
        (by norm_num; ring))
    (fun y hy => by
      have hp : 0 ≤ 1 + 2 * y + y ^ 3 := by positivity
      refine mul_nonneg (by positivity) ?_
      rcases le_total y (1 / 2) with h | h
      · have h1 := mul_le_mul_of_nonneg_right (Real.add_one_le_exp (-2 * y)) hp
        have h2 : 0 ≤ y ^ 3 * (1 - 2 * y) := mul_nonneg (by positivity) (by linarith)
        nlinarith
      · have h1 := mul_nonneg (Real.exp_pos (-2 * y)).le hp
        nlinarith) hx
  linarith

/-- For integrable `g`, the deviation of the Casimir-Polder energy from the London energy is one
integral over the loss `3 - F`. -/
theorem energy_add_london {g : ℝ → ℝ} {c R : ℝ} (hc : 0 < c) (hR : 0 < R)
    (hg : IntegrableOn g (Ioi 0)) :
    energy g c R + londonC6 g / R ^ 6 =
      (∫ u in Ioi (0 : ℝ), g u * (3 - retardationFactor (u * R / c))) / (Real.pi * R ^ 6) := by
  have hg' : Integrable g (volume.restrict (Ioi 0)) := hg
  have hcont : Continuous fun u : ℝ => retardationFactor (u * R / c) := by
    unfold retardationFactor
    fun_prop
  -- the factor lies between 0 and 3, so the retarded integrand is integrable
  have hint : Integrable (fun u => g u * retardationFactor (u * R / c))
      (volume.restrict (Ioi 0)) := by
    refine Integrable.mono' (hg'.norm.const_mul 3)
      (hg'.aestronglyMeasurable.mul hcont.aestronglyMeasurable) ?_
    filter_upwards [ae_restrict_mem measurableSet_Ioi] with u hu
    have hu' : 0 < u := hu
    have hx : 0 ≤ u * R / c := by positivity
    have h0 : 0 ≤ retardationFactor (u * R / c) := by
      unfold retardationFactor
      positivity
    have h3 : retardationFactor (u * R / c) ≤ 3 := by
      linarith [(retardation_loss_bounds hx).1]
    rw [norm_mul, Real.norm_of_nonneg h0]
    nlinarith [mul_le_mul_of_nonneg_right h3 (norm_nonneg (g u))]
  have hsplit : (∫ u in Ioi (0 : ℝ), g u * (3 - retardationFactor (u * R / c))) =
      3 * (∫ u in Ioi (0 : ℝ), g u) -
        ∫ u in Ioi (0 : ℝ), g u * retardationFactor (u * R / c) := by
    rw [← integral_const_mul, ← integral_sub (hg'.const_mul 3) hint]
    refine integral_congr_ae (Eventually.of_forall fun u => ?_)
    show g u * (3 - retardationFactor (u * R / c)) =
      3 * g u - g u * retardationFactor (u * R / c)
    ring
  rw [hsplit, energy, londonC6]
  ring

/-- For nonnegative `g` with `g` and `u² g` integrable, the Casimir-Polder energy lies above the
London energy by at most `W4 / (c² R⁴)` at every separation. -/
theorem retardation_shift_bounds {g : ℝ → ℝ} {c R : ℝ} (hc : 0 < c) (hR : 0 < R)
    (hpos : ∀ u, 0 < u → 0 ≤ g u) (hg : IntegrableOn g (Ioi 0))
    (hg2 : IntegrableOn (fun u => u ^ 2 * g u) (Ioi 0)) :
    0 ≤ energy g c R + londonC6 g / R ^ 6 ∧
      energy g c R + londonC6 g / R ^ 6 ≤ momentW4 g / (c ^ 2 * R ^ 4) := by
  have hpi := Real.pi_pos
  have hx : ∀ u : ℝ, 0 < u → 0 ≤ u * R / c := fun u hu => by positivity
  have h0 : ∀ u ∈ Ioi (0 : ℝ), 0 ≤ g u * (3 - retardationFactor (u * R / c)) :=
    fun u hu => mul_nonneg (hpos u hu) (retardation_loss_bounds (hx u hu)).1
  rw [energy_add_london hc hR hg]
  refine ⟨div_nonneg (setIntegral_nonneg measurableSet_Ioi h0) (by positivity), ?_⟩
  have hle : (∫ u in Ioi (0 : ℝ), g u * (3 - retardationFactor (u * R / c))) ≤
      R ^ 2 / c ^ 2 * ∫ u in Ioi (0 : ℝ), u ^ 2 * g u := by
    rw [← integral_const_mul]
    refine integral_mono_of_nonneg ?_ (Integrable.const_mul hg2 _) ?_
    · filter_upwards [ae_restrict_mem measurableSet_Ioi] with u hu
      exact h0 u hu
    · filter_upwards [ae_restrict_mem measurableSet_Ioi] with u hu
      calc g u * (3 - retardationFactor (u * R / c)) ≤ g u * (u * R / c) ^ 2 :=
            mul_le_mul_of_nonneg_left (retardation_loss_bounds (hx u hu)).2 (hpos u hu)
        _ = R ^ 2 / c ^ 2 * (u ^ 2 * g u) := by ring
  have alg : ∀ M : ℝ, R ^ 2 / c ^ 2 * M / (Real.pi * R ^ 6) =
      M / Real.pi / (c ^ 2 * R ^ 4) := by
    intro M
    field_simp
  rw [momentW4, ← alg]
  exact div_le_div_of_nonneg_right hle (by positivity)

/-- If `g` and `u² g` are integrable, then as the separation tends to zero, `R⁴` times the deviation
of the Casimir-Polder energy from the London energy tends to `W4 / c²`. -/
theorem tendsto_retardation_correction {g : ℝ → ℝ} {c : ℝ} (hc : 0 < c)
    (hg : IntegrableOn g (Ioi 0)) (hg2 : IntegrableOn (fun u => u ^ 2 * g u) (Ioi 0)) :
    Tendsto (fun R => R ^ 4 * (energy g c R + londonC6 g / R ^ 6)) (𝓝[>] 0)
      (𝓝 (momentW4 g / c ^ 2)) := by
  have hg' : Integrable g (volume.restrict (Ioi 0)) := hg
  have hg2' : Integrable (fun u => u ^ 2 * g u) (volume.restrict (Ioi 0)) := hg2
  -- two-sided control of the rescaled loss
  have hup : ∀ u R : ℝ, 0 < u → 0 < R →
      (3 - retardationFactor (u * R / c)) / R ^ 2 ≤ u ^ 2 / c ^ 2 := by
    intro u R hu hR
    rw [div_le_iff₀ (by positivity)]
    calc _ ≤ (u * R / c) ^ 2 := (retardation_loss_bounds (by positivity)).2
      _ = _ := by ring
  have hlow : ∀ u R : ℝ, 0 < u → 0 < R →
      u ^ 2 / c ^ 2 - 2 * u ^ 4 / c ^ 4 * R ^ 2 ≤
        (3 - retardationFactor (u * R / c)) / R ^ 2 := by
    intro u R hu hR
    rw [le_div_iff₀ (by positivity)]
    calc _ = (u * R / c) ^ 2 - 2 * (u * R / c) ^ 4 := by ring
      _ ≤ _ := retardation_loss_lower (by positivity)
  -- dominated convergence with the majorant u² |g| / c²
  have hlim : Tendsto (fun R : ℝ => ∫ u in Ioi (0 : ℝ),
      g u * ((3 - retardationFactor (u * R / c)) / R ^ 2)) (𝓝[>] 0)
      (𝓝 (∫ u in Ioi (0 : ℝ), g u * (u ^ 2 / c ^ 2))) := by
    refine tendsto_integral_filter_of_dominated_convergence
      (fun u => ‖u ^ 2 * g u‖ / c ^ 2) ?_ ?_ (hg2'.norm.div_const _) ?_
    · refine Eventually.of_forall fun R => ?_
      have hcont : Continuous fun u : ℝ =>
          (3 - retardationFactor (u * R / c)) / R ^ 2 := by
        unfold retardationFactor
        fun_prop
      exact hg'.aestronglyMeasurable.mul hcont.aestronglyMeasurable
    · filter_upwards [self_mem_nhdsWithin] with R hR
      have hR' : 0 < R := hR
      filter_upwards [ae_restrict_mem measurableSet_Ioi] with u hu
      have hu' : 0 < u := hu
      have h0 : 0 ≤ (3 - retardationFactor (u * R / c)) / R ^ 2 :=
        div_nonneg (retardation_loss_bounds (by positivity)).1 (by positivity)
      rw [norm_mul, norm_mul, Real.norm_of_nonneg h0, Real.norm_of_nonneg (sq_nonneg u)]
      calc _ ≤ ‖g u‖ * (u ^ 2 / c ^ 2) :=
            mul_le_mul_of_nonneg_left (hup u R hu' hR') (norm_nonneg _)
        _ = _ := by ring
    · filter_upwards [ae_restrict_mem measurableSet_Ioi] with u hu
      refine Tendsto.const_mul (g u) ?_
      have hcont : Continuous fun R : ℝ => u ^ 2 / c ^ 2 - 2 * u ^ 4 / c ^ 4 * R ^ 2 := by
        fun_prop
      have hl : Tendsto (fun R : ℝ => u ^ 2 / c ^ 2 - 2 * u ^ 4 / c ^ 4 * R ^ 2) (𝓝[>] 0)
          (𝓝 (u ^ 2 / c ^ 2)) :=
        (hcont.tendsto' 0 _ (by ring)).mono_left nhdsWithin_le_nhds
      refine tendsto_of_tendsto_of_tendsto_of_le_of_le' hl tendsto_const_nhds ?_ ?_
      · filter_upwards [self_mem_nhdsWithin] with R hR
        exact hlow u R hu hR
      · filter_upwards [self_mem_nhdsWithin] with R hR
        exact hup u R hu hR
  have hval : (∫ u in Ioi (0 : ℝ), g u * (u ^ 2 / c ^ 2)) / Real.pi = momentW4 g / c ^ 2 := by
    have h : (∫ u in Ioi (0 : ℝ), g u * (u ^ 2 / c ^ 2)) =
        (∫ u in Ioi (0 : ℝ), u ^ 2 * g u) / c ^ 2 := by
      rw [← integral_div]
      refine integral_congr_ae (Eventually.of_forall fun u => ?_)
      show g u * (u ^ 2 / c ^ 2) = u ^ 2 * g u / c ^ 2
      ring
    rw [h, momentW4]
    ring
  rw [← hval]
  refine (hlim.div_const Real.pi).congr' ?_
  filter_upwards [self_mem_nhdsWithin] with R hR
  have hR' : 0 < R := hR
  have alg : ∀ J : ℝ, R ^ 4 * (J / (Real.pi * R ^ 6)) = J / R ^ 2 / Real.pi := by
    intro J
    have hpi := Real.pi_pos
    field_simp
  have hJ : (∫ u in Ioi (0 : ℝ), g u * ((3 - retardationFactor (u * R / c)) / R ^ 2)) =
      (∫ u in Ioi (0 : ℝ), g u * (3 - retardationFactor (u * R / c))) / R ^ 2 := by
    rw [← integral_div]
    refine integral_congr_ae (Eventually.of_forall fun u => ?_)
    show g u * ((3 - retardationFactor (u * R / c)) / R ^ 2) =
      g u * (3 - retardationFactor (u * R / c)) / R ^ 2
    ring
  show (∫ u in Ioi (0 : ℝ), g u * ((3 - retardationFactor (u * R / c)) / R ^ 2)) / Real.pi =
    R ^ 4 * (energy g c R + londonC6 g / R ^ 6)
  rw [energy_add_london hc hR' hg, alg, hJ]

end

end RetardationCorrection
```

```lean
#print axioms RetardationCorrection.retardation_shift_bounds
#print axioms RetardationCorrection.tendsto_retardation_correction
```

```
'RetardationCorrection.retardation_shift_bounds' depends on axioms: [propext, Classical.choice, Quot.sound]
'RetardationCorrection.tendsto_retardation_correction' depends on axioms: [propext, Classical.choice, Quot.sound]
```

## A bound at every separation and a limit at small separation

Write \(g(u)\) for the product of the two polarizabilities. In units with \(\hbar=4\pi\varepsilon_0=1\), the definitions `retardationFactor`, `energy`, `londonC6` and `momentW4` are

\[
F(x)=e^{-2x}(3+6x+5x^2+2x^3+x^4),\qquad
U(R)=-\frac{1}{\pi R^6}\int_0^\infty g(u)\,F(uR/c)\,du,
\]
\[
C_6=\frac{3}{\pi}\int_0^\infty g(u)\,du,\qquad
W_4=\frac{1}{\pi}\int_0^\infty u^2g(u)\,du .
\]

Both main theorems assume \(c>0\) and the integrability of \(g\) and \(u^2g\) over positive frequencies, written `IntegrableOn` on `Ioi 0`. The theorem `retardation_shift_bounds` also assumes \(g(u)\ge 0\) for \(u>0\), and states for every \(R>0\) that

\[
0\le U(R)+\frac{C_6}{R^6}\le\frac{W_4}{c^2R^4}.
\]

The theorem `tendsto_retardation_correction` needs no sign condition and states

\[
R^4\left(U(R)+\frac{C_6}{R^6}\right)\longrightarrow\frac{W_4}{c^2}
\qquad (R\to0^+),
\]

where `𝓝[>] 0` expresses the approach through positive \(R\). The limit comes without a rate of convergence.

For an isolated pair treated at the dipole level with \(g\ge0\) and \(C_6>0\), dividing the bound by \(C_6/R^6\) shows that retardation weakens the London attraction by a fraction of at most \(W_4R^2/(C_6c^2)\). A dispersion calculation can compare this number with its other errors.

## Polarizabilities, frequency moments and the range of the model

The factor \(F\) accounts for the finite time that the field takes to travel between the two dipoles. Its argument \(uR/c\) compares that time with \(1/u\), the time scale set by the frequency \(u\). At \(x=0\) it equals 3, which gives the London energy.

In Lean, `g` is any real function that meets the hypotheses; it is not constructed from atomic states. For ground-state atoms the polarizabilities at imaginary frequency are positive and fall off as \(u^{-2}\), so \(g\) falls off as \(u^{-4}\) and both integrals converge.

The Casimir–Polder expression enters as a definition and is not derived from quantum electrodynamics. The bound holds at every separation, but it exceeds the magnitude of the London energy itself once \(W_4R^2>C_6c^2\), so it is informative only at nearer range. The \(R^{-7}\) law at large separation is not treated. The limit \(R\to0^+\) is likewise a property of the formula: real atoms overlap at small \(R\), and the dipole description fails there. The bound at finite \(R\) can be applied at separations where the atoms are well apart.

## Bounds on the loss \(3-F\)

Differentiating the product gives

\[
F'(x)=e^{-2x}\left[-2(3+6x+5x^2+2x^3+x^4)+6+10x+6x^2+4x^3\right]
=-2x\,e^{-2x}(1+2x+x^3),
\]

which is `hasDerivAt_retardationFactor`. The lemma `nonneg_of_slope` then supplies the tool for three inequalities: a differentiable function that vanishes at 0 and has nonnegative slope for \(x>0\) is nonnegative for \(x\ge0\).

Applied to \(3-F\), whose slope is \(-F'\ge0\), it gives \(3-F\ge0\). Applied to \(x^2-(3-F)\), it requires

\[
2x\left[1-e^{-2x}(1+2x+x^3)\right]\ge0 .
\]

This holds because \(e^x\ge1+x+x^2/2\) for \(x\ge0\), and squaring gives

\[
e^{2x}\ge1+2x+2x^2+x^3+\tfrac14x^4\ge1+2x+x^3 .
\]

Hence \(0\le3-F(x)\le x^2\), the content of `retardation_loss_bounds`.

The lemma `retardation_loss_lower` adds \(3-F(x)\ge x^2-2x^4\). The slope of the difference between the two sides is

\[
2x\left[e^{-2x}(1+2x+x^3)-(1-4x^2)\right].
\]

For \(0<x\le\frac12\), the inequality \(e^{-2x}\ge1-2x\) gives

\[
e^{-2x}(1+2x+x^3)\ge(1-2x)(1+2x+x^3)=1-4x^2+x^3(1-2x)\ge1-4x^2 .
\]

For \(x\ge\frac12\), the quantity \(1-4x^2\) is not positive, so the bracket is nonnegative. The proof makes the same case split with `le_total`.

## From the loss to the energy

Since \(0\le F\le3\), the function \(gF\) is bounded in magnitude by \(3|g|\) and is integrable. The two energies can therefore be combined, as `energy_add_london` does:

\[
U(R)+\frac{C_6}{R^6}=\frac{1}{\pi R^6}\int_0^\infty g(u)\left[3-F(uR/c)\right]du .
\]

If \(g\ge0\), the integrand lies between 0 and \(g(u)\,u^2R^2/c^2\). Integrating, with `setIntegral_nonneg` for the lower side and `integral_mono_of_nonneg` for the upper, gives the bound at finite \(R\).

For the limit, multiply by \(R^4\):

\[
R^4\left(U(R)+\frac{C_6}{R^6}\right)=\frac1\pi\int_0^\infty g(u)\,\frac{3-F(uR/c)}{R^2}\,du .
\]

At fixed \(u>0\), the two bounds on the loss, `hlow` and `hup` in the proof, give

\[
\frac{u^2}{c^2}-\frac{2u^4R^2}{c^4}\le\frac{3-F(uR/c)}{R^2}\le\frac{u^2}{c^2},
\]

so the quotient tends to \(u^2/c^2\). The integrand never exceeds \(u^2|g(u)|/c^2\) in magnitude, and this majorant is integrable and independent of \(R\). Dominated convergence, `tendsto_integral_filter_of_dominated_convergence`, moves the limit inside the integral and yields \(W_4/c^2\).

The lower bound is used only at fixed \(u\), so no fourth moment of \(g\) is required. This matters for atoms, where \(g\sim u^{-4}\) makes the integral of \(u^4g\) diverge.
